# Closed-shell Hubbard dimer with hopping t > 0, repulsion U > 0 and level shift b ≥ 0: Roothaan iteration removes the polarization of every real density with nonnegative coherence exactly when b ≥ (U − 2t)/2

## One number for the density

Two electrons on two sites repel each other when they share a site, and a self-consistent-field calculation may either even out an initial charge imbalance or keep it alive from step to step. To ask which happens, one must choose what is iterated. Here it is a single real number m in [−1, 1], the charge polarization: the sites hold 1 + m and 1 − m electrons. The letter m often stands for a magnetization; here both spins have the same density.

Write s = √(1 − m²). The density matrix per spin is

D(m) = ½ [[1 + m, s], [s, 1 − m]].

It is a projector of trace one, so it describes one occupied orbital per spin. Its off-diagonal element s/2, the coherence between the sites, is taken real and nonnegative.

## The shifted Fock matrix and its lower level

Let t > 0 be the hopping energy and U > 0 the on-site repulsion. In the closed-shell mean field an electron on a site feels U times the density of the other spin there. A level shift b ≥ 0 raises the orbital that is empty in the current density:

F = [[U(1 + m)/2, −t], [−t, U(1 − m)/2]] + b(1 − D(m)).

Separating the mean of the diagonal gives

F = (U + b)/2 · 1 − ½ [[(b − U)m, 2t + bs], [2t + bs, −(b − U)m]].

The last matrix has trace zero, and its square is G² times the identity, with

G = √((b − U)²m² + (2t + bs)²).

The levels of F are therefore (U + b − G)/2 and (U + b + G)/2. Their distance G is positive because 2t + bs > 0. It belongs to the shifted matrix and in general differs from the gap of the unshifted one.

The projector on the lower level is

½ [[1 + (b − U)m/G, (2t + bs)/G], [(2t + bs)/G, 1 − (b − U)m/G]].

This is again of the form D(m′), with new polarization

m′ = (b − U)m/G.

Filling the lower level thus gives the polarization map, and the new coherence is positive.

## Where the threshold comes from

Since |m′| = |b − U| |m|/G, the polarization shrinks when G exceeds |b − U|. Substituting m² = 1 − s² gives

G² = (b − U)² + 4t² + 4tbs − U(U − 2b)s²

and the last three terms factorize:

G² = (b − U)² + (2t + Us)(2t − (U − 2b)s).

The first factor is positive, so the second decides.

**At or above the threshold.** Let b ≥ (U − 2t)/2, that is, U − 2b ≤ 2t. For m ≠ 0 we have s < 1, hence

2t − (U − 2b)s ≥ 2t(1 − s) > 0.

So G > |b − U| and |m′| < |m|. Along the iteration the magnitudes never increase, so they converge to some L in [0, 1]. The map is continuous, and it is odd, so the size of m′ depends only on the size of m. Passing to the limit, a step from L must return a polarization of magnitude L. Strict decrease forbids this for L > 0, so L = 0.

**Below the threshold.** Let b < (U − 2t)/2. Then U − 2b > 2t, and b < U, so a nonzero polarization never becomes exactly zero. Suppose the iterates x_k, with x_0 = m ≠ 0, tended to 0. Then √(1 − x_k²) would tend to 1, and from some index N on the second factor would be negative. From there on G < |b − U| and |x_{k+1}| ≥ |x_k|, so |x_k| ≥ |x_N| > 0 for all k ≥ N. This contradicts convergence to zero.

## The theorem in words

The main theorem, `tendsto_zero_iff`, says: for t > 0, U > 0 and b ≥ 0, the iterates tend to 0 from every m with |m| ≤ 1 if and only if (U − 2t)/2 ≤ b. The theorem `not_tendsto_zero` is sharper on one side: below the threshold no nonzero start tends to 0. When U ≤ 2t, the condition already holds at b = 0.

The Lean objects correspond to the physics as follows.

- `density m` is D(m), and `shiftedFock t U b m` is F.
- `gap t U b m` is G, and `scfStep t U b m` is m′.
- `(scfStep t U b)^[k] m` is the polarization after k steps, with k = 0 the start itself.
- `Tendsto … atTop (𝓝 0)` is ordinary convergence to zero as k grows.

The theorem `shiftedFock_spectral` ties the map to the aufbau rule: it writes F as the lower level times the new density plus the upper level times its complement. Lean sets the square root of a negative number to 0, so |m| ≤ 1 is assumed wherever s² = 1 − m² is used.

The step left to the reader's physics is the mean-field one: the Fock matrix is written down as a definition and is not derived from the two-electron Hubbard Hamiltonian. The sign of the coherence also matters. For b > U > 2t, a short calculation shows that the density with m = √(1 − 4t²/U²) and coherence −t/U reproduces itself, so a start with negative coherence can keep its polarization.

For electronic-structure practice, the result gives an explicit level shift that suffices for convergence from every admitted start, in a closed-shell mean-field model with two sites and one free parameter in the density.

## The Lean file

```lean
import Mathlib

open Filter Topology

namespace HubbardDimerLevelShift

noncomputable section

/-- Density matrix per spin of the dimer with polarization `m` in `[-1, 1]` and nonnegative
coherence between the two sites. -/
def density (m : ℝ) : Matrix (Fin 2) (Fin 2) ℝ :=
  !![(1 + m) / 2, √(1 - m ^ 2) / 2; √(1 - m ^ 2) / 2, (1 - m) / 2]

/-- Fock matrix of the dimer with site occupations `1 + m` and `1 - m`, plus the level shift `b`
acting on the orbital that is empty in the current density. -/
def shiftedFock (t U b m : ℝ) : Matrix (Fin 2) (Fin 2) ℝ :=
  !![U * (1 + m) / 2, -t; -t, U * (1 - m) / 2] + b • (1 - density m)

/-- The distance between the two levels of the shifted Fock matrix. -/
def gap (t U b m : ℝ) : ℝ :=
  √(((b - U) * m) ^ 2 + (2 * t + b * √(1 - m ^ 2)) ^ 2)

/-- One level-shifted Roothaan step for the polarization, for `t > 0`, `b ≥ 0` and `m` in
`[-1, 1]`, where the gap in the denominator is positive. -/
def scfStep (t U b m : ℝ) : ℝ := (b - U) * m / gap t U b m


/-- For a polarization in `[-1, 1]` the density matrix is a projector of trace one. -/
theorem density_projector {m : ℝ} (hm : |m| ≤ 1) :
    density m * density m = density m ∧ (density m).trace = 1 := by
  have hs : √(1 - m ^ 2) ^ 2 = 1 - m ^ 2 :=
    Real.sq_sqrt (sub_nonneg.2 ((sq_le_one_iff_abs_le_one m).2 hm))
  constructor
  · ext i j
    fin_cases i <;> fin_cases j <;>
      simp [density, Matrix.mul_apply, Fin.sum_univ_two] <;> nlinarith [hs]
  · rw [Matrix.trace_fin_two]
    simp [density]
    ring

/-- With hopping `t > 0` and shift `b ≥ 0` the two levels never touch. -/
theorem gap_pos {t b : ℝ} (U m : ℝ) (ht : 0 < t) (hb : 0 ≤ b) : 0 < gap t U b m := by
  have hg : 0 < 2 * t + b * √(1 - m ^ 2) := by positivity
  exact Real.sqrt_pos.2 (add_pos_of_nonneg_of_pos (sq_nonneg _) (pow_pos hg 2))

/-- For `t > 0` and `b ≥ 0` the new polarization lies in `[-1, 1]`. -/
theorem abs_scfStep_le_one {t b : ℝ} (U m : ℝ) (ht : 0 < t) (hb : 0 ≤ b) :
    |scfStep t U b m| ≤ 1 := by
  have hR := gap_pos U m ht hb
  rw [scfStep, abs_div, abs_of_pos hR, div_le_one hR]
  exact Real.abs_le_sqrt (le_add_of_nonneg_right (sq_nonneg _))

/-- Aufbau: for `t > 0` and `b ≥ 0` the density of the new polarization belongs to the lower level
of the shifted Fock matrix, and its complement to the upper level, one gap higher. -/
theorem shiftedFock_spectral {t b : ℝ} (U m : ℝ) (ht : 0 < t) (hb : 0 ≤ b) :
    shiftedFock t U b m =
      ((U + b - gap t U b m) / 2) • density (scfStep t U b m) +
      ((U + b + gap t U b m) / 2) • (1 - density (scfStep t U b m)) := by
  have hR := gap_pos U m ht hb
  have hsq : gap t U b m ^ 2 = ((b - U) * m) ^ 2 + (2 * t + b * √(1 - m ^ 2)) ^ 2 :=
    Real.sq_sqrt (by positivity)
  have h1 : gap t U b m * scfStep t U b m = (b - U) * m := by
    unfold scfStep
    exact mul_div_cancel₀ _ hR.ne'
  -- the coherence of the new density
  have h2 : gap t U b m * √(1 - scfStep t U b m ^ 2) = 2 * t + b * √(1 - m ^ 2) := by
    have hq : 1 - scfStep t U b m ^ 2 = ((2 * t + b * √(1 - m ^ 2)) / gap t U b m) ^ 2 := by
      rw [div_pow, eq_div_iff (pow_pos hR 2).ne']
      linear_combination hsq - (gap t U b m * scfStep t U b m + (b - U) * m) * h1
    rw [hq, Real.sqrt_sq (by positivity)]
    exact mul_div_cancel₀ _ hR.ne'
  ext i j
  fin_cases i <;> fin_cases j <;> simp [shiftedFock, density] <;> linarith [h1, h2]

/-- For a polarization in `[-1, 1]`, the squared gap is `(b - U)²` plus a product whose second
factor carries the competition between hopping, repulsion and shift. -/
theorem gap_sq (t U b : ℝ) {m : ℝ} (hm : |m| ≤ 1) :
    gap t U b m ^ 2 = (b - U) ^ 2 +
      (2 * t + U * √(1 - m ^ 2)) * (2 * t - (U - 2 * b) * √(1 - m ^ 2)) := by
  have hs : √(1 - m ^ 2) ^ 2 = 1 - m ^ 2 :=
    Real.sq_sqrt (sub_nonneg.2 ((sq_le_one_iff_abs_le_one m).2 hm))
  have hsq : gap t U b m ^ 2 = ((b - U) * m) ^ 2 + (2 * t + b * √(1 - m ^ 2)) ^ 2 :=
    Real.sq_sqrt (by positivity)
  linear_combination hsq + (b - U) ^ 2 * hs

/-- Exchanging the two sites reverses the sign of the new polarization. -/
theorem scfStep_neg (t U b m : ℝ) : scfStep t U b (-m) = -scfStep t U b m := by
  unfold scfStep gap
  rw [show (b - U) * -m = -((b - U) * m) by ring, neg_sq, neg_sq, neg_div]

/-- For `t, U > 0`, `b ≥ 0` and `b ≥ (U - 2t)/2`, each step strictly reduces the magnitude of a
nonzero polarization in `[-1, 1]`. -/
theorem abs_scfStep_lt {t U b m : ℝ} (ht : 0 < t) (hU : 0 < U) (hb : 0 ≤ b)
    (h : (U - 2 * t) / 2 ≤ b) (hm : |m| ≤ 1) (h0 : m ≠ 0) : |scfStep t U b m| < |m| := by
  have hR := gap_pos U m ht hb
  have hs0 := Real.sqrt_nonneg (1 - m ^ 2)
  have hm2 : 0 < m ^ 2 := by positivity
  have hs1 : √(1 - m ^ 2) < 1 := (Real.sqrt_lt' one_pos).2 (by linarith)
  have hd : 0 < 2 * t - (U - 2 * b) * √(1 - m ^ 2) := by
    have h3 : 0 ≤ 2 * t - (U - 2 * b) := by linarith
    nlinarith [mul_nonneg h3 hs0, mul_pos ht (sub_pos.2 hs1)]
  have hg : 0 < 2 * t + U * √(1 - m ^ 2) := by positivity
  have hlt : |b - U| < gap t U b m :=
    abs_lt_of_sq_lt_sq (by rw [gap_sq t U b hm]; linarith [mul_pos hg hd]) hR.le
  rw [scfStep, abs_div, abs_mul, abs_of_pos hR, div_lt_iff₀ hR]
  nlinarith [mul_lt_mul_of_pos_left hlt (abs_pos.2 h0)]


/-- For `t > 0` and `0 ≤ b < (U - 2t)/2`, no nonzero starting polarization in `[-1, 1]` is driven
to zero. -/
theorem not_tendsto_zero {t U b m : ℝ} (ht : 0 < t) (hb : 0 ≤ b) (h : b < (U - 2 * t) / 2)
    (hm : |m| ≤ 1) (hm0 : m ≠ 0) :
    ¬ Tendsto (fun k => (scfStep t U b)^[k] m) atTop (𝓝 0) := by
  intro hlim
  obtain ⟨x, hx⟩ : ∃ x : ℕ → ℝ, x = fun k => (scfStep t U b)^[k] m := ⟨_, rfl⟩
  rw [← hx] at hlim
  have hs : ∀ k, x (k + 1) = scfStep t U b (x k) := fun k => by
    simp only [hx, Function.iterate_succ_apply']
  have hU : 0 < U := by linarith
  have hbU : b - U ≠ 0 := by
    intro h1
    linarith
  have hx1 : ∀ k, |x k| ≤ 1 ∧ x k ≠ 0 := by
    intro k
    induction k with
    | zero => simpa [hx] using And.intro hm hm0
    | succ k ih =>
      rw [hs]
      exact ⟨abs_scfStep_le_one U _ ht hb,
        div_ne_zero (mul_ne_zero hbU ih.2) (gap_pos U _ ht hb).ne'⟩
  -- close to zero the magnitude cannot decrease
  have hgrow : ∀ k, 2 * t < (U - 2 * b) * √(1 - x k ^ 2) → |x k| ≤ |x (k + 1)| := by
    intro k hk
    have hR := gap_pos U (x k) ht hb
    have hp : 0 < 2 * t + U * √(1 - x k ^ 2) := by positivity
    have hle : gap t U b (x k) ≤ |b - U| := le_trans (le_abs_self _) (sq_le_sq.1 (by
      rw [gap_sq t U b (hx1 k).1]
      nlinarith [mul_pos hp (sub_pos.2 hk)]))
    rw [hs, scfStep, abs_div, abs_mul, abs_of_pos hR, le_div_iff₀ hR]
    nlinarith [mul_le_mul_of_nonneg_left hle (abs_nonneg (x k))]
  have hc : Tendsto (fun y : ℝ => (U - 2 * b) * √(1 - y ^ 2)) (𝓝 0) (𝓝 (U - 2 * b)) := by
    have hcont : Continuous fun y : ℝ => (U - 2 * b) * √(1 - y ^ 2) := by fun_prop
    simpa using hcont.tendsto 0
  have h2t : 2 * t < U - 2 * b := by linarith
  obtain ⟨N, hN⟩ := eventually_atTop.1 ((hc.comp hlim).eventually (lt_mem_nhds h2t))
  have hmono : ∀ k, N ≤ k → |x N| ≤ |x k| := by
    intro k hk
    induction k, hk using Nat.le_induction with
    | base => exact le_rfl
    | succ k hk ih => exact ih.trans (hgrow k (hN k hk))
  have habs : Tendsto (fun k => |x k|) atTop (𝓝 0) := by simpa using hlim.abs
  have hfin : |x N| ≤ 0 := ge_of_tendsto habs (eventually_atTop.2 ⟨N, hmono⟩)
  exact absurd (abs_pos.2 (hx1 N).2) (not_lt_of_ge hfin)

/-- For `t, U > 0` and `b ≥ 0`, the level-shifted Roothaan iteration drives every starting
polarization in `[-1, 1]` to zero if and only if `b ≥ (U - 2t)/2`. -/
theorem tendsto_zero_iff {t U b : ℝ} (ht : 0 < t) (hU : 0 < U) (hb : 0 ≤ b) :
    (∀ m : ℝ, |m| ≤ 1 → Tendsto (fun k => (scfStep t U b)^[k] m) atTop (𝓝 0)) ↔
      (U - 2 * t) / 2 ≤ b := by
  constructor
  · intro hall
    by_contra hlt
    exact not_tendsto_zero ht hb (not_le.1 hlt) (by simp) one_ne_zero (hall 1 (by simp))
  intro h m hm
  have hle : ∀ x, |x| ≤ 1 → |scfStep t U b x| ≤ |x| := by
    intro x hx
    rcases eq_or_ne x 0 with h0 | h0
    · simp [h0, scfStep]
    · exact (abs_scfStep_lt ht hU hb h hx h0).le
  have hball : ∀ k, |(scfStep t U b)^[k] m| ≤ 1 := by
    intro k
    induction k with
    | zero => simpa using hm
    | succ k ih =>
      rw [Function.iterate_succ_apply']
      exact abs_scfStep_le_one U _ ht hb
  -- the magnitudes never increase and are bounded below, hence converge to some L
  have hanti : Antitone fun k => |(scfStep t U b)^[k] m| :=
    antitone_nat_of_succ_le fun k => by
      simpa only [Function.iterate_succ_apply'] using hle _ (hball k)
  obtain ⟨L, hL⟩ : ∃ L, Tendsto (fun k => |(scfStep t U b)^[k] m|) atTop (𝓝 L) :=
    ⟨_, tendsto_atTop_ciInf hanti ⟨0, by rintro _ ⟨k, rfl⟩; exact abs_nonneg _⟩⟩
  have hL0 : 0 ≤ L := ge_of_tendsto' hL fun k => abs_nonneg _
  have hL1 : L ≤ 1 := le_of_tendsto' hL hball
  have hcont : Continuous (scfStep t U b) := by
    change Continuous fun x => (b - U) * x / gap t U b x
    exact Continuous.div (by fun_prop) (by unfold gap; fun_prop)
      fun x => (gap_pos U x ht hb).ne'
  have heven : ∀ x : ℝ, |scfStep t U b (|x|)| = |scfStep t U b x| := by
    intro x
    rcases abs_choice x with hx | hx
    · rw [hx]
    · rw [hx, scfStep_neg, abs_neg]
  -- by continuity a step from L returns the magnitude L, which only L = 0 allows
  have hfix : |scfStep t U b L| = L := by
    have h1 := (hcont.abs.tendsto L).comp hL
    have h2 := (tendsto_add_atTop_iff_nat 1).2 hL
    refine tendsto_nhds_unique h1 (h2.congr fun k => ?_)
    simp only [Function.comp_apply, Function.iterate_succ_apply', heven]
  have hLz : L = 0 := by
    by_contra h0
    have hlt := abs_scfStep_lt ht hU hb h (by rwa [abs_of_nonneg hL0]) h0
    rw [hfix, abs_of_nonneg hL0] at hlt
    exact lt_irrefl _ hlt
  rw [hLz] at hL
  exact (tendsto_zero_iff_abs_tendsto_zero _).2 hL

end

end HubbardDimerLevelShift
```

```lean
#print axioms HubbardDimerLevelShift.density_projector
#print axioms HubbardDimerLevelShift.shiftedFock_spectral
#print axioms HubbardDimerLevelShift.tendsto_zero_iff
```

```
'HubbardDimerLevelShift.density_projector' depends on axioms: [propext, Classical.choice, Quot.sound]
'HubbardDimerLevelShift.shiftedFock_spectral' depends on axioms: [propext, Classical.choice, Quot.sound]
'HubbardDimerLevelShift.tendsto_zero_iff' depends on axioms: [propext, Classical.choice, Quot.sound]
```

## From the projector to the factorized gap

`density_projector` checks D² = D entry by entry, using s² = 1 − m², and computes the trace. `gap_pos` gets G > 0 from 2t + bs > 0. `abs_scfStep_le_one` keeps the new polarization in [−1, 1], because |(b − U)m| is at most the square root of its own square plus another square.

In `shiftedFock_spectral`, the facts `h1` and `h2` are the two components of the new density multiplied by G:

G m′ = (b − U)m and G √(1 − m′²) = 2t + bs.

The second needs the nonnegative root, which is available because 2t + bs is positive. With both in hand, the matrix identity is linear in each entry, and `linarith` closes it.

`gap_sq` is the factorization above; `linear_combination` combines the definition of G² with (b − U)² times the relation for s². `scfStep_neg` records that the map is odd.

## Decrease, growth and the limit

In `abs_scfStep_lt`, `hd` is the positivity of the second factor and `hlt` is |b − U| < G. Multiplying `hlt` by |m| > 0 gives the strict decrease.

`not_tendsto_zero` argues by contradiction. An induction, `hx1`, keeps every iterate nonzero and within [−1, 1]. The statement `hgrow` says that the magnitude does not fall while the second factor is negative. The limit `hc` supplies the index N after which this is so, and `hmono` collects the resulting bound |x_N| ≤ |x_k|. Passing to the limit gives |x_N| ≤ 0, which is impossible.

In `tendsto_zero_iff`, the direction from convergence to the threshold needs only the start m = 1, to which `not_tendsto_zero` is applied. For the other direction, `hanti` states that the magnitudes do not increase, and since they are bounded below by 0 they have a limit L. Continuity (`hcont`) and oddness (through `heven`) show that the magnitudes one step later tend to |m′| evaluated at L. They also tend to L, so uniqueness of limits gives `hfix`. By `abs_scfStep_lt` this leaves only L = 0, and a sequence whose magnitudes tend to zero tends to zero itself.
